# The normalised squared overlap of a Thouless determinant with its reference is at most $1/(1+\sum_{ai}|Z_{ai}|^2)$

Take two occupied spin orbitals $\varphi_1,\varphi_2$ and two virtual ones $\varphi_3,\varphi_4$, all orthonormal. Rotate the occupied pair to $\varphi_1+s\varphi_3$ and $\varphi_2+t\varphi_4$, with $s,t$ real. The new determinant has overlap 1 with the reference and squared norm $(1+s^2)(1+t^2)$, so the normalised squared overlap is

$$\frac{1}{1+s^2+t^2+s^2t^2}\le\frac{1}{1+s^2+t^2}.$$

The gap comes from the double excitation, of unnormalised weight $s^2t^2$, and closes when $s$ or $t$ vanishes.

In general, let `k` index the occupied and `m` the virtual spin orbitals, both finite sets. The scalars `𝕜` are real or complex.

In Lean 4 with Mathlib:

```lean
import Mathlib

open Matrix
open scoped ComplexOrder

namespace ThoulessOverlapBound

noncomputable section

variable {𝕜 m k : Type*} [RCLike 𝕜] [Fintype m] [Fintype k] [DecidableEq k]
```

## Determinants and their overlaps

An amplitude matrix $Z$ mixes virtual orbital $a$ into occupied orbital $i$ with coefficient $Z_{ai}$. The occupied coefficients are therefore the block column $\binom{1}{Z}$. The Slater determinant built from these orbitals is called a Thouless determinant, and $Z=0$ gives the reference. The identity block excludes determinants orthogonal to the reference.

```lean
/-- Coefficients of the rotated occupied orbitals: each occupied reference orbital `i` receives
the admixture `Z a i` of every virtual orbital `a`. -/
def thoulessOrbitals (Z : Matrix m k 𝕜) : Matrix (k ⊕ m) k 𝕜 := fromRows 1 Z
```

For coefficient matrices $C$ and $D$ in an orthonormal basis, the determinants overlap by $\det(C^\dagger D)$. This standard formula is taken as the definition; the many-electron wavefunctions are not constructed.

```lean
/-- Overlap of two Slater determinants with orbital coefficients `C` and `D` in an
orthonormal basis. -/
def detOverlap (C D : Matrix (k ⊕ m) k 𝕜) : 𝕜 := (Cᴴ * D).det
```

The columns of $\binom{1}{Z}$ are independent but in general not orthonormal, so the squared overlap is divided by the squared norms of both determinants:

$$\frac{|\det(C^\dagger D)|^2}{\det(C^\dagger C)\,\det(D^\dagger D)}.$$

The norm determinants are real, and `RCLike.re` turns them into real numbers.

```lean
/-- Normalised squared overlap of two Slater determinants, for coefficient matrices with
linearly independent columns. -/
def normalisedSqOverlap (C D : Matrix (k ⊕ m) k 𝕜) : ℝ :=
  ‖detOverlap C D‖ ^ 2 / (RCLike.re (detOverlap C C) * RCLike.re (detOverlap D D))
```

The total weight is $w=\sum_{ai}|Z_{ai}|^2$.

```lean
omit [DecidableEq k] in
/-- Total weight of the rotation amplitudes, the sum of all `|Z a i|²`. -/
def weight (Z : Matrix m k 𝕜) : ℝ := ∑ a, ∑ i, ‖Z a i‖ ^ 2
```

Block multiplication gives, for two amplitude matrices $Y$ and $Z$,

$$\begin{pmatrix}1&Y^\dagger\end{pmatrix}\begin{pmatrix}1\\Z\end{pmatrix}=1+Y^\dagger Z,$$

which `fromCols_mul_fromRows` supplies.

```lean
/-- The overlap of two Thouless determinants is `det (1 + Y† Z)`. -/
theorem detOverlap_thouless (Y Z : Matrix m k 𝕜) :
    detOverlap (thoulessOrbitals Y) (thoulessOrbitals Z) = (1 + Yᴴ * Z).det := by
  unfold detOverlap thoulessOrbitals
  rw [conjTranspose_fromRows_eq_fromCols_conjTranspose, fromCols_mul_fromRows,
    conjTranspose_one, Matrix.one_mul]
```

With $Y=0$, the overlap and the reference norm are both $\det 1=1$. Only the norm of the rotated determinant remains, and the normalised squared overlap is $1/\det(1+Z^\dagger Z)$.

In a calculation with orthonormal occupied columns, split into blocks $C_o$ and $C_v$ in the reference orbital basis, one has $Z=C_vC_o^{-1}$ when $C_o$ is invertible, and the same number is $|\det C_o|^2$.

```lean
/-- The normalised squared overlap of a Thouless determinant with its reference is
`1 / det (1 + Z† Z)`. -/
theorem sqOverlap_reference (Z : Matrix m k 𝕜) :
    normalisedSqOverlap (thoulessOrbitals (0 : Matrix m k 𝕜)) (thoulessOrbitals Z)
      = 1 / RCLike.re (1 + Zᴴ * Z).det := by
  unfold normalisedSqOverlap
  rw [detOverlap_thouless, detOverlap_thouless, detOverlap_thouless]
  simp
```

## From determinant to eigenvalues

Write a Hermitian matrix as $A=U\Lambda U^\dagger$, with $U$ unitary and $\Lambda$ the diagonal matrix of eigenvalues $\lambda_i$. Since $1=UU^\dagger$,

$$\det(1+A)=\det\bigl(U(1+\Lambda)U^\dagger\bigr)=\prod_i(1+\lambda_i).$$

In the proof, `h1` is this factorisation, and `hU` cancels the two unitary determinants.

```lean
/-- For a Hermitian matrix `A`, `det (1 + A)` is the product of `1 + λ` over the
eigenvalues `λ` of `A`. -/
theorem det_one_add_eq_prod {A : Matrix k k 𝕜} (hA : A.IsHermitian) :
    (1 + A).det = ((∏ i, (1 + hA.eigenvalues i) : ℝ) : 𝕜) := by
  have h := hA.spectral_theorem
  rw [Unitary.conjStarAlgAut_apply] at h
  have hU := Matrix.mem_unitaryGroup_iff.mp hA.eigenvectorUnitary.2
  -- the identity is diagonal in the eigenbasis too
  have h1 : 1 + A = (hA.eigenvectorUnitary : Matrix k k 𝕜)
      * (1 + diagonal (RCLike.ofReal ∘ hA.eigenvalues))
      * star (hA.eigenvectorUnitary : Matrix k k 𝕜) := by
    rw [mul_add, mul_one, add_mul, hU, ← h]
  rw [h1, det_mul, det_mul, mul_right_comm, ← det_mul, hU, det_one, one_mul,
    ← diagonal_one, diagonal_add, det_diagonal]
  simp
```

Now let $\lambda_i$ be the eigenvalues of $Z^\dagger Z$. Here $i$ labels eigenvectors, while in $Z_{ai}$ it still labels occupied orbitals. The trace gives

$$\sum_i\lambda_i=\operatorname{tr}(Z^\dagger Z)=\sum_{i,a}\overline{Z_{ai}}Z_{ai}=w.$$

```lean
/-- The total weight of the amplitudes is the sum of the eigenvalues of `Z† Z`,
that is, its trace. -/
theorem weight_eq_trace (Z : Matrix m k 𝕜) :
    (Zᴴ * Z).trace = (weight Z : 𝕜) ∧
      weight Z = ∑ i, (isHermitian_conjTranspose_mul_self Z).eigenvalues i := by
  have h : (Zᴴ * Z).trace = (weight Z : 𝕜) := by
    unfold weight
    rw [Finset.sum_comm]
    simp [Matrix.trace, Matrix.mul_apply, RCLike.conj_mul]
  refine ⟨h, ?_⟩
  have h2 := (isHermitian_conjTranspose_mul_self Z).trace_eq_sum_eigenvalues
  rw [h] at h2
  exact_mod_cast h2
```

## The upper bound

For numbers $f_i\ge0$, add one factor at a time. If the claim holds for a set $s$ with sum $S$, then a new index $a$ gives

$$(1+f_a)\prod_{i\in s}(1+f_i)\ge(1+f_a)(1+S)=1+f_a+S+f_aS\ge1+f_a+S.$$

The induction follows this line, and `nlinarith` receives the two products it needs. Nonnegativity matters: for $f=(1,-1)$ the product is $0$, while one plus the sum is $1$.

```lean
/-- For nonnegative numbers, the product of all `1 + f i` is at least one plus their sum. -/
theorem one_add_sum_le_prod {ι : Type*} (s : Finset ι) (f : ι → ℝ) (hf : ∀ i, 0 ≤ f i) :
    1 + ∑ i ∈ s, f i ≤ ∏ i ∈ s, (1 + f i) := by
  classical
  induction s using Finset.induction_on with
  | empty => simp
  | insert a s ha ih =>
    rw [Finset.sum_insert ha, Finset.prod_insert ha]
    have hs : 0 ≤ ∑ i ∈ s, f i := Finset.sum_nonneg fun i _ => hf i
    nlinarith [mul_le_mul_of_nonneg_left ih (hf a), mul_nonneg (hf a) hs]
```

The eigenvalues qualify, because $v^\dagger Z^\dagger Zv=\|Zv\|^2\ge0$ for every vector $v$. Hence $\det(1+Z^\dagger Z)\ge1+w$; for real $Z$ this reads $\det(1+Z^TZ)\ge1+\operatorname{tr}(Z^TZ)$.

```lean
/-- The determinant `det (1 + Z† Z)` is at least one plus the total weight of the
amplitudes. -/
theorem one_add_weight_le_det (Z : Matrix m k 𝕜) :
    1 + weight Z ≤ RCLike.re (1 + Zᴴ * Z).det := by
  rw [det_one_add_eq_prod (isHermitian_conjTranspose_mul_self Z), RCLike.ofReal_re,
    (weight_eq_trace Z).2]
  exact one_add_sum_le_prod _ _ (posSemidef_conjTranspose_mul_self Z).eigenvalues_nonneg
```

Both sides are positive, so taking reciprocals reverses the inequality. The weight here is that of $Z$. Many orbital optimisers instead use the parameters $\kappa$ of a unitary rotation $e^{\kappa}$, with $\kappa$ antihermitian, and these must be converted first: when one occupied and one virtual spin orbital are rotated into each other by an angle $\theta$ with $\cos\theta\ne0$, $|Z|=|\tan\theta|$ and the normalised squared overlap is $\cos^2\theta$.

```lean
/-- The normalised squared overlap of a Thouless determinant with its reference is at most
`1 / (1 + ∑ |Z a i|²)`. -/
theorem sqOverlap_le (Z : Matrix m k 𝕜) :
    normalisedSqOverlap (thoulessOrbitals (0 : Matrix m k 𝕜)) (thoulessOrbitals Z)
      ≤ 1 / (1 + ∑ a, ∑ i, ‖Z a i‖ ^ 2) := by
  rw [sqOverlap_reference]
  exact one_div_le_one_div_of_le (by positivity) (one_add_weight_le_det Z)
```

## When the bound is attained

The rank of $Z$ equals that of $Z^\dagger Z$, which is the number of nonzero $\lambda_i$. If $\lambda_i$ and $\lambda_j$ are nonzero with $i\ne j$, separating the factor $i$ gives

$$\prod_l(1+\lambda_l)\ge(1+\lambda_i)\Bigl(1+\sum_{l\ne i}\lambda_l\Bigr)\ge1+w+\lambda_i\lambda_j>1+w.$$

With at most one nonzero eigenvalue, product and sum agree. Equality therefore means rank at most one, as always happens with a single occupied or a single virtual spin orbital. A doubly occupied spatial orbital counts as two spin orbitals: if both spins receive the same nonzero admixture, the rank is at least two and the bound is not attained. The two directions of the proof are these two cases.

```lean
/-- The normalised squared overlap of a Thouless determinant with its reference equals `1 / (1 + ∑
|Z a i|²)` exactly when the amplitude matrix has rank at most one. -/
theorem sqOverlap_eq_iff (Z : Matrix m k 𝕜) :
    normalisedSqOverlap (thoulessOrbitals (0 : Matrix m k 𝕜)) (thoulessOrbitals Z)
      = 1 / (1 + weight Z) ↔ Z.rank ≤ 1 := by
  have hA := isHermitian_conjTranspose_mul_self Z
  have hn : ∀ i, 0 ≤ hA.eigenvalues i :=
    (posSemidef_conjTranspose_mul_self Z).eigenvalues_nonneg
  rw [sqOverlap_reference, one_div, one_div, _root_.inv_inj, det_one_add_eq_prod hA,
    RCLike.ofReal_re, (weight_eq_trace Z).2, ← rank_conjTranspose_mul_self Z,
    hA.rank_eq_card_non_zero_eigs, Fintype.card_le_one_iff]
  constructor
  · -- two nonzero eigenvalues would contribute a positive cross term
    rintro h ⟨i, hi⟩ ⟨j, hj⟩
    by_contra hne
    have hij : j ≠ i := fun e => hne (Subtype.ext e.symm)
    have hmem : j ∈ Finset.univ.erase i := Finset.mem_erase.mpr ⟨hij, Finset.mem_univ j⟩
    have hle := Finset.single_le_sum (fun l _ => hn l) hmem
    have hrest := one_add_sum_le_prod (Finset.univ.erase i) hA.eigenvalues hn
    rw [← Finset.mul_prod_erase _ _ (Finset.mem_univ i),
      ← Finset.add_sum_erase _ _ (Finset.mem_univ i)] at h
    have hipos := lt_of_le_of_ne (hn i) (Ne.symm hi)
    have hjpos := lt_of_le_of_ne (hn j) (Ne.symm hj)
    nlinarith [mul_le_mul_of_nonneg_left hrest (hn i),
      mul_le_mul_of_nonneg_left hle (hn i), mul_pos hipos hjpos]
  · intro h
    by_cases h0 : ∀ i, hA.eigenvalues i = 0
    · simp [h0]
    · -- a single eigenvalue carries the whole weight
      obtain ⟨i, hi⟩ := not_forall.mp h0
      have hz : ∀ j, j ≠ i → hA.eigenvalues j = 0 := by
        intro j hj
        by_contra hj0
        exact hj (congrArg Subtype.val (h ⟨j, hj0⟩ ⟨i, hi⟩))
      have hprod : ∏ j, (1 + hA.eigenvalues j) = 1 + hA.eigenvalues i :=
        Finset.prod_eq_single i (fun j _ hj => by rw [hz j hj, add_zero])
          (fun hh => absurd (Finset.mem_univ i) hh)
      have hsum : ∑ j, hA.eigenvalues j = hA.eigenvalues i :=
        Finset.sum_eq_single i (fun j _ hj => hz j hj)
          (fun hh => absurd (Finset.mem_univ i) hh)
      rw [hprod, hsum]
```

## A lower bound from the same weight

Since $0\le1+\lambda_i\le e^{\lambda_i}$, multiplying factor by factor gives

$$\det(1+Z^\dagger Z)\le\prod_ie^{\lambda_i}=e^w,$$

so the normalised squared overlap is at least $e^{-w}$. `Finset.prod_le_prod` performs the multiplication. A program that has only $w$ can thus bracket the normalised squared overlap without a determinant: for $w=0.1$ it lies between about $0.905$ and $0.909$.

```lean
/-- The normalised squared overlap of a Thouless determinant with its reference is at least
`exp (-∑ |Z a i|²)`. -/
theorem exp_neg_weight_le_sqOverlap (Z : Matrix m k 𝕜) :
    Real.exp (-weight Z) ≤
      normalisedSqOverlap (thoulessOrbitals (0 : Matrix m k 𝕜)) (thoulessOrbitals Z) := by
  have hw : 0 ≤ weight Z := by unfold weight; positivity
  have hpos : 0 < RCLike.re (1 + Zᴴ * Z).det := by linarith [one_add_weight_le_det Z]
  rw [sqOverlap_reference, Real.exp_neg, ← one_div]
  apply one_div_le_one_div_of_le hpos
  rw [det_one_add_eq_prod (isHermitian_conjTranspose_mul_self Z), RCLike.ofReal_re,
    (weight_eq_trace Z).2, Real.exp_sum]
  -- compare factor by factor, using 1 + x ≤ exp x
  refine Finset.prod_le_prod (fun i _ => ?_) (fun i _ => ?_)
  · linarith [(posSemidef_conjTranspose_mul_self Z).eigenvalues_nonneg i]
  · linarith [Real.add_one_le_exp ((isHermitian_conjTranspose_mul_self Z).eigenvalues i)]

end

end ThoulessOverlapBound
```

```lean
#print axioms ThoulessOverlapBound.sqOverlap_reference
#print axioms ThoulessOverlapBound.sqOverlap_le
#print axioms ThoulessOverlapBound.sqOverlap_eq_iff
#print axioms ThoulessOverlapBound.exp_neg_weight_le_sqOverlap
```

```
'ThoulessOverlapBound.sqOverlap_reference' depends on axioms: [propext, Classical.choice, Quot.sound]
'ThoulessOverlapBound.sqOverlap_le' depends on axioms: [propext, Classical.choice, Quot.sound]
'ThoulessOverlapBound.sqOverlap_eq_iff' depends on axioms: [propext, Classical.choice, Quot.sound]
'ThoulessOverlapBound.exp_neg_weight_le_sqOverlap' depends on axioms: [propext, Classical.choice, Quot.sound]
```
